# Fermi smearing monotonically reduces the free-energy anisotropy of one electron in two orbitals coupled by spin-orbit interaction for one magnetisation direction

A magnetic anisotropy energy can be computed by subtracting two smeared free energies, one for each magnetisation direction. The smearing width T then affects the difference as well as the two totals. For one electron in a non-interacting two-level model with Fermi-Dirac smearing, the size and the sign of this effect can be given in closed form.

## Closed form and error bounds

Two orbitals lie at energies d and −d, with d ≥ 0. For one magnetisation direction a spin-orbit matrix element a ≠ 0 mixes them, and for the other direction it vanishes. An example is the same-spin pair xy and x²−y², which L_z couples but L_x and L_y do not; a choice of orbital phase makes the coupling real. The coupled levels are e and −e, with

e = √(d² + a²).

The chemical potential is zero, midway between the levels, so the pair holds one electron on average. T is in energy units. Let A(T) be the free energy without coupling minus the free energy with coupling, so that a positive value favours the coupled direction. For T > 0,

A(T) = 2T ln( cosh(e/(2T)) / cosh(d/(2T)) ),

|A(T) − (e − d)| ≤ 2T ln 2,

0 < A(T) ≤ a²/(4T).

A(T) is strictly decreasing, tends to e − d as T → 0⁺ and tends to 0 as T → ∞.

## Checking a smearing routine and choosing its width

The closed form gives a reference value for code that computes Fermi-Dirac occupations and their entropy. With the levels ±d and then ±e as input, one electron in total and at most one electron per level, the difference of the two free energies should be A(T). The entropy term must be included, because the formula does not describe the band energy alone.

In this model, smearing always underestimates the zero-temperature anisotropy e − d, by at most 2T ln 2. A width with 2T ln 2 below the required tolerance is therefore sufficient here. In a many-level, self-consistent calculation, convergence with respect to T has to be tested separately.

## From Fermi occupations to the temperature dependence

The levels x of the coupled orbitals solve

(d − x)(−d − x) − a² = x² − d² − a² = 0,

so x = ±e.

A level ε has occupation f = 1/(exp(ε/T) + 1) and free energy

F = fε + T[f ln f + (1 − f) ln(1 − f)].

With L = ln(exp(ε/T) + 1), the logarithms are ln f = −L and ln(1 − f) = ε/T − L. Hence

F = fε + (1 − f)ε − TL = ε − TL = −T ln(1 + exp(−ε/T)).

For a pair of levels s and −s, the arguments of the two logarithms multiply to

(1 + exp(−s/T))(1 + exp(s/T)) = (2 cosh(s/(2T)))².

The pair therefore has free energy

G_T(s) = −2T ln(2 cosh(s/(2T))),

and A(T) = G_T(d) − G_T(e) is the closed form above. Since e > d ≥ 0 and cosh increases on the non-negative axis, A(T) > 0.

The derivative with respect to the level energy is

dG_T/ds = −tanh(s/(2T)).

Take 0 < T₁ < T₂. For s > 0, the difference G_T₂(s) − G_T₁(s) has derivative

tanh(s/(2T₁)) − tanh(s/(2T₂)) > 0.

The difference is therefore larger at s = e than at s = d, and rearranging gives A(T₂) < A(T₁).

For small T, use exp(x) ≤ 2 cosh x ≤ 2 exp(x) for x ≥ 0. With x = s/(2T), taking logarithms and multiplying by 2T gives

s ≤ −G_T(s) ≤ s + 2T ln 2.

Subtracting these bounds for s = d and s = e gives |A(T) − (e − d)| ≤ 2T ln 2, and hence the limit at zero.

For large T, the function x cosh x − sinh x vanishes at x = 0 and has derivative x sinh x ≥ 0 for x ≥ 0, so tanh x ≤ x there. Consequently s²/(4T) + G_T(s) has the non-negative derivative s/(2T) − tanh(s/(2T)). Comparing its values at d and e gives

A(T) ≤ (e² − d²)/(4T) = a²/(4T),

which together with positivity forces A(T) to zero.

## The Lean file

```lean
import Mathlib

open Filter Topology Set

namespace SmearedMagneticAnisotropy

noncomputable section

/-- Two orbitals at energies `d` and `-d`, mixed by a spin-orbit coupling `a`. -/
def hamiltonian (d a : ℝ) : Matrix (Fin 2) (Fin 2) ℝ := !![d, a; a, -d]

/-- The energy `√(d² + a²)`. -/
def upperLevel (d a : ℝ) : ℝ := √(d ^ 2 + a ^ 2)

/-- Fermi-Dirac occupation of a level `ε` at chemical potential zero and temperature `T > 0`. -/
def occupation (T ε : ℝ) : ℝ := 1 / (Real.exp (ε / T) + 1)

/-- Smeared free energy of one level at temperature `T > 0`: its occupied energy minus `T` times
the Fermi entropy. -/
def levelFreeEnergy (T ε : ℝ) : ℝ :=
  occupation T ε * ε + T * (occupation T ε * Real.log (occupation T ε)
    + (1 - occupation T ε) * Real.log (1 - occupation T ε))

/-- Smeared free energy of the pair of levels `ε` and `-ε` at temperature `T > 0`. -/
def pairFreeEnergy (T ε : ℝ) : ℝ := levelFreeEnergy T ε + levelFreeEnergy T (-ε)

/-- Free-energy anisotropy at temperature `T > 0`: the magnetisation direction without spin-orbit
coupling minus the direction with coupling `a`. -/
def anisotropy (d a T : ℝ) : ℝ :=
  pairFreeEnergy T (upperLevel d 0) - pairFreeEnergy T (upperLevel d a)

/-- The energy levels of the coupled orbitals are `√(d² + a²)` and `-√(d² + a²)`. -/
theorem level_iff (d a x : ℝ) :
    (hamiltonian d a - x • (1 : Matrix (Fin 2) (Fin 2) ℝ)).det = 0 ↔
      x = upperLevel d a ∨ x = -upperLevel d a := by
  have hs : upperLevel d a ^ 2 = d ^ 2 + a ^ 2 := Real.sq_sqrt (by positivity)
  have hdet : (hamiltonian d a - x • (1 : Matrix (Fin 2) (Fin 2) ℝ)).det
      = x ^ 2 - upperLevel d a ^ 2 := by
    rw [hs]
    simp [hamiltonian, Matrix.det_fin_two]
    ring
  rw [hdet, sub_eq_zero, sq_eq_sq_iff_eq_or_eq_neg]

/-- Without spin-orbit coupling, and for `d ≥ 0`, the upper level is `d`. -/
theorem upperLevel_zero {d : ℝ} (hd : 0 ≤ d) : upperLevel d 0 = d := by
  simp [upperLevel, Real.sqrt_sq hd]

/-- For `T > 0`, energy minus `T` times entropy of a Fermi level equals
`-T ln(1 + exp(-ε/T))`. -/
theorem levelFreeEnergy_eq {T : ℝ} (hT : 0 < T) (ε : ℝ) :
    levelFreeEnergy T ε = -T * Real.log (1 + Real.exp (-ε / T)) := by
  have hp : 0 < Real.exp (ε / T) + 1 := by positivity
  have h1 : Real.log (occupation T ε) = -Real.log (Real.exp (ε / T) + 1) := by
    rw [occupation, one_div, Real.log_inv]
  -- the hole occupation
  have h2 : 1 - occupation T ε = Real.exp (ε / T) / (Real.exp (ε / T) + 1) := by
    rw [occupation, eq_div_iff hp.ne', sub_mul, one_div, inv_mul_cancel₀ hp.ne']
    ring
  have h3 : Real.log (1 - occupation T ε) = ε / T - Real.log (Real.exp (ε / T) + 1) := by
    rw [h2, Real.log_div (Real.exp_pos _).ne' hp.ne', Real.log_exp]
  have h4 : Real.log (1 + Real.exp (-ε / T)) = Real.log (Real.exp (ε / T) + 1) - ε / T := by
    have h : 1 + Real.exp (-ε / T) = (Real.exp (ε / T) + 1) / Real.exp (ε / T) := by
      rw [neg_div, Real.exp_neg, add_div, div_self (Real.exp_pos _).ne', one_div]
    rw [h, Real.log_div hp.ne' (Real.exp_pos _).ne', Real.log_exp]
  have hu : T * (ε / T) = ε := by field_simp
  rw [levelFreeEnergy, h1, h3, h4]
  linear_combination (-occupation T ε) * hu

/-- For `T > 0`, the levels `ε` and `-ε` together have free energy `-2T ln(2 cosh(ε/(2T)))`. -/
theorem pairFreeEnergy_eq {T : ℝ} (hT : 0 < T) (ε : ℝ) :
    pairFreeEnergy T ε = -(2 * T * Real.log (2 * Real.cosh (ε / (2 * T)))) := by
  have h : (1 + Real.exp (-ε / T)) * (1 + Real.exp (-(-ε) / T))
      = (2 * Real.cosh (ε / (2 * T))) ^ 2 := by
    have e1 : -ε / T = -(ε / (2 * T)) + -(ε / (2 * T)) := by ring
    have e2 : -(-ε) / T = ε / (2 * T) + ε / (2 * T) := by ring
    have hm : Real.exp (ε / (2 * T)) * Real.exp (-(ε / (2 * T))) = 1 := by
      rw [← Real.exp_add, add_neg_cancel, Real.exp_zero]
    rw [e1, e2, Real.exp_add, Real.exp_add, Real.cosh_eq]
    linear_combination (Real.exp (ε / (2 * T)) * Real.exp (-(ε / (2 * T))) - 1) * hm
  have hl := congrArg Real.log h
  rw [Real.log_mul (by positivity) (by positivity), Real.log_pow] at hl
  push_cast at hl
  rw [pairFreeEnergy, levelFreeEnergy_eq hT, levelFreeEnergy_eq hT]
  linear_combination (-T) * hl

/-- For `d ≥ 0` and `T > 0`, the anisotropy is `2T ln(cosh(e/(2T)) / cosh(d/(2T)))` with
`e = √(d² + a²)`. -/
theorem anisotropy_eq {d T : ℝ} (hd : 0 ≤ d) (hT : 0 < T) (a : ℝ) :
    anisotropy d a T = 2 * T *
      Real.log (Real.cosh (upperLevel d a / (2 * T)) / Real.cosh (d / (2 * T))) := by
  rw [anisotropy, upperLevel_zero hd, pairFreeEnergy_eq hT, pairFreeEnergy_eq hT,
    Real.log_mul two_ne_zero (Real.cosh_pos (d / (2 * T))).ne',
    Real.log_mul two_ne_zero (Real.cosh_pos (upperLevel d a / (2 * T))).ne',
    Real.log_div (Real.cosh_pos _).ne' (Real.cosh_pos _).ne']
  ring

/-- For `T > 0`, the free energy of the levels `s` and `-s` changes with `s` at the rate
`-tanh(s/(2T))`. -/
theorem hasDerivAt_pairFreeEnergy {T : ℝ} (hT : 0 < T) (s : ℝ) :
    HasDerivAt (fun s => pairFreeEnergy T s) (-Real.tanh (s / (2 * T))) s := by
  have hf : (fun s => pairFreeEnergy T s)
      = fun s => -(2 * T * Real.log (2 * Real.cosh (s / (2 * T)))) :=
    funext fun s => pairFreeEnergy_eq hT s
  have hc := (Real.cosh_pos (s / (2 * T))).ne'
  rw [hf]
  refine (((((hasDerivAt_id' s).div_const (2 * T)).cosh.const_mul 2).log
    (mul_ne_zero two_ne_zero hc)).const_mul (2 * T)).fun_neg.congr_deriv ?_
  rw [Real.tanh_eq_sinh_div_cosh]
  field_simp

/-- For `d ≥ 0` and `T > 0`, smearing changes the anisotropy from `√(d² + a²) - d` by at most
`2T ln 2`. -/
theorem abs_anisotropy_sub_le {d T : ℝ} (hd : 0 ≤ d) (hT : 0 < T) (a : ℝ) :
    |anisotropy d a T - (upperLevel d a - d)| ≤ 2 * T * Real.log 2 := by
  -- for `s ≥ 0`, the pair free energy lies between `-s - 2T ln 2` and `-s`
  have key : ∀ s : ℝ, 0 ≤ s →
      s ≤ -pairFreeEnergy T s ∧ -pairFreeEnergy T s ≤ s + 2 * T * Real.log 2 := by
    intro s hs
    have hx : 0 ≤ s / (2 * T) := by positivity
    have hu : 2 * T * (s / (2 * T)) = s := by field_simp
    have hc : 0 < 2 * Real.cosh (s / (2 * T)) := mul_pos two_pos (Real.cosh_pos _)
    have hce := Real.cosh_eq (s / (2 * T))
    have h1 : s / (2 * T) ≤ Real.log (2 * Real.cosh (s / (2 * T))) := by
      rw [Real.le_log_iff_exp_le hc]
      linarith [Real.exp_pos (-(s / (2 * T)))]
    have h2 : Real.log (2 * Real.cosh (s / (2 * T))) ≤ Real.log 2 + s / (2 * T) := by
      have he : Real.exp (-(s / (2 * T))) ≤ Real.exp (s / (2 * T)) :=
        Real.exp_le_exp.2 (by linarith)
      have h := Real.log_le_log hc
        (show 2 * Real.cosh (s / (2 * T)) ≤ 2 * Real.exp (s / (2 * T)) by linarith)
      rwa [Real.log_mul two_ne_zero (Real.exp_pos _).ne', Real.log_exp] at h
    have hT2 : 0 ≤ 2 * T := by positivity
    have h3 := mul_le_mul_of_nonneg_left h1 hT2
    have h4 := mul_le_mul_of_nonneg_left h2 hT2
    rw [mul_add] at h4
    rw [pairFreeEnergy_eq hT]
    constructor <;> linarith
  have k1 := key d hd
  have k2 := key (upperLevel d a) (Real.sqrt_nonneg _)
  rw [anisotropy, upperLevel_zero hd, abs_le]
  constructor <;> linarith [k1.1, k1.2, k2.1, k2.2]

/-- For `d ≥ 0` and `T > 0`, the anisotropy is at most `a²/(4T)`. -/
theorem anisotropy_le {d T : ℝ} (hd : 0 ≤ d) (hT : 0 < T) (a : ℝ) :
    anisotropy d a T ≤ a ^ 2 / (4 * T) := by
  -- first `tanh x ≤ x` for `x ≥ 0`, from the growth of `x cosh x - sinh x`
  have hg : ∀ y : ℝ, HasDerivAt (fun y => y * Real.cosh y - Real.sinh y) (y * Real.sinh y) y :=
    fun y => (((hasDerivAt_id' y).fun_mul (Real.hasDerivAt_cosh y)).fun_sub
      (Real.hasDerivAt_sinh y)).congr_deriv (by ring)
  have hgm : MonotoneOn (fun y => y * Real.cosh y - Real.sinh y) (Ici (0 : ℝ)) := by
    refine monotoneOn_of_deriv_nonneg (convex_Ici 0)
      (fun y _ => (hg y).continuousAt.continuousWithinAt)
      (fun y _ => (hg y).differentiableAt.differentiableWithinAt) fun y hy => ?_
    have hy' : 0 < y := by simpa using hy
    rw [(hg y).deriv]
    exact mul_nonneg hy'.le (Real.sinh_pos_iff.2 hy').le
  have htanh : ∀ x : ℝ, 0 ≤ x → Real.tanh x ≤ x := by
    intro x hx
    have h := hgm (mem_Ici.2 le_rfl) (mem_Ici.2 hx) hx
    simp only [Real.sinh_zero, zero_mul, sub_zero] at h
    rw [Real.tanh_eq_sinh_div_cosh, div_le_iff₀ (Real.cosh_pos x)]
    linarith
  -- then, for `s ≥ 0`, `s²/(4T)` grows at least as fast as the pair free energy falls
  have hf : ∀ s : ℝ, HasDerivAt (fun s => s ^ 2 / (4 * T) + pairFreeEnergy T s)
      (s / (2 * T) - Real.tanh (s / (2 * T))) s := fun s =>
    ((((hasDerivAt_id' s).fun_pow 2).div_const (4 * T)).fun_add
      (hasDerivAt_pairFreeEnergy hT s)).congr_deriv (by norm_num; ring)
  have hfm : MonotoneOn (fun s => s ^ 2 / (4 * T) + pairFreeEnergy T s) (Ici (0 : ℝ)) := by
    refine monotoneOn_of_deriv_nonneg (convex_Ici 0)
      (fun y _ => (hf y).continuousAt.continuousWithinAt)
      (fun y _ => (hf y).differentiableAt.differentiableWithinAt) fun y hy => ?_
    have hy' : 0 < y := by simpa using hy
    rw [(hf y).deriv]
    exact sub_nonneg.2 (htanh _ (by positivity))
  have hde : d ≤ upperLevel d a := Real.le_sqrt_of_sq_le (by nlinarith [sq_nonneg a])
  have h := hfm (mem_Ici.2 hd) (mem_Ici.2 (hd.trans hde)) hde
  have hs : upperLevel d a ^ 2 = d ^ 2 + a ^ 2 := Real.sq_sqrt (by positivity)
  simp only [hs, add_div] at h
  rw [anisotropy, upperLevel_zero hd]
  linarith

/-- For `d ≥ 0` and nonzero spin-orbit coupling `a`, the smeared anisotropy is positive and
strictly decreasing in `T > 0`, tends to `√(d² + a²) - d` as `T → 0` from above, and tends to zero
as `T → ∞`. -/
theorem anisotropy_temperature_dependence {d a : ℝ} (hd : 0 ≤ d) (ha : a ≠ 0) :
    (∀ T, 0 < T → 0 < anisotropy d a T) ∧
    StrictAntiOn (anisotropy d a) (Ioi 0) ∧
    Tendsto (anisotropy d a) (𝓝[>] 0) (𝓝 (upperLevel d a - d)) ∧
    Tendsto (anisotropy d a) atTop (𝓝 0) := by
  have ha2 : 0 < a ^ 2 := by positivity
  have hde : d < upperLevel d a := (Real.lt_sqrt hd).2 (by linarith)
  have hpos : ∀ T, 0 < T → 0 < anisotropy d a T := by
    intro T hT
    have hlt : d / (2 * T) < upperLevel d a / (2 * T) :=
      div_lt_div_of_pos_right hde (by positivity)
    have h0 : 0 ≤ d / (2 * T) := by positivity
    rw [anisotropy_eq hd hT]
    refine mul_pos (by positivity) (Real.log_pos ((one_lt_div (Real.cosh_pos _)).2 ?_))
    rw [Real.cosh_lt_cosh, abs_of_nonneg h0, abs_of_nonneg (h0.trans hlt.le)]
    exact hlt
  refine ⟨hpos, ?_, ?_, ?_⟩
  · -- compare the slopes in the level energy at two temperatures
    intro T₁ h₁ T₂ h₂ h12
    have h₁' : 0 < T₁ := h₁
    have h₂' : 0 < T₂ := h₂
    have htanh : ∀ x y : ℝ, x < y → Real.tanh x < Real.tanh y := by
      intro x y hxy
      have h := Real.sinh_pos_iff.2 (sub_pos.2 hxy)
      rw [Real.sinh_sub] at h
      simp only [Real.tanh_eq_sinh_div_cosh]
      rw [div_lt_div_iff₀ (Real.cosh_pos x) (Real.cosh_pos y)]
      linarith
    have hf := fun s : ℝ =>
      (hasDerivAt_pairFreeEnergy h₂' s).fun_sub (hasDerivAt_pairFreeEnergy h₁' s)
    have hm : StrictMonoOn (fun s => pairFreeEnergy T₂ s - pairFreeEnergy T₁ s)
        (Ici (0 : ℝ)) := by
      refine strictMonoOn_of_deriv_pos (convex_Ici 0)
        (fun s _ => (hf s).continuousAt.continuousWithinAt) fun s hs => ?_
      have hs' : 0 < s := by simpa using hs
      have hlt : s / (2 * T₂) < s / (2 * T₁) :=
        div_lt_div_of_pos_left hs' (by positivity) (by linarith)
      rw [(hf s).deriv]
      linarith [htanh _ _ hlt]
    have h := hm (mem_Ici.2 hd) (mem_Ici.2 (hd.trans hde.le)) hde
    simp only [anisotropy, upperLevel_zero hd]
    linarith
  · -- the smearing error is at most `2T ln 2`, which tends to zero with `T`
    have hc : Continuous fun T : ℝ => 2 * T * Real.log 2 := by fun_prop
    have hl : Tendsto (fun T : ℝ => 2 * T * Real.log 2) (𝓝[>] 0) (𝓝 0) :=
      (hc.tendsto' 0 0 (by simp)).mono_left nhdsWithin_le_nhds
    refine tendsto_sub_nhds_zero_iff.1 (squeeze_zero_norm' ?_ hl)
    filter_upwards [self_mem_nhdsWithin] with T hT
    rw [Real.norm_eq_abs]
    exact abs_anisotropy_sub_le hd hT a
  · -- the bound `a²/(4T)` forces the decay
    have h4 : Tendsto (fun T : ℝ => 4 * T) atTop atTop :=
      tendsto_id.const_mul_atTop (by norm_num)
    have hl : Tendsto (fun T : ℝ => a ^ 2 / (4 * T)) atTop (𝓝 0) :=
      tendsto_const_nhds.div_atTop h4
    exact squeeze_zero' ((eventually_gt_atTop 0).mono fun T hT => (hpos T hT).le)
      ((eventually_gt_atTop 0).mono fun T hT => anisotropy_le hd hT a) hl

end

end SmearedMagneticAnisotropy
```

```lean
#print axioms SmearedMagneticAnisotropy.level_iff
#print axioms SmearedMagneticAnisotropy.anisotropy_temperature_dependence
```

```
'SmearedMagneticAnisotropy.level_iff' depends on axioms: [propext, Classical.choice, Quot.sound]
'SmearedMagneticAnisotropy.anisotropy_temperature_dependence' depends on axioms: [propext, Classical.choice, Quot.sound]
```

## What is established for the two-level model

The matrix `hamiltonian d a` represents the coupled orbitals, and `level_iff` identifies its levels as plus and minus `upperLevel d a`, which is e. The definition `levelFreeEnergy` starts from occupied energy and Fermi entropy, so the logarithmic form is derived. `pairFreeEnergy T s` is G_T(s), and `anisotropy d a T` is A(T), with the sign convention above.

The final theorem, `anisotropy_temperature_dependence`, assumes `0 ≤ d` and `a ≠ 0`. Its four parts state positivity for every T > 0, strict decrease on `Ioi 0` (the positive temperatures), the limit e − d from above zero, and the limit zero at infinity. The coupling may have either sign, and d = 0 is allowed. At a = 0 the anisotropy vanishes for every T, so positivity and strict decrease fail.

The proof uses the same steps as the derivation:

- `levelFreeEnergy_eq` rewrites the logarithms of the electron and hole occupations; `pairFreeEnergy_eq` takes the logarithm of the product identity. `anisotropy_eq` then gives the closed form.
- `hasDerivAt_pairFreeEnergy` supplies the slope −tanh(s/(2T)). In the final theorem, `strictMonoOn_of_deriv_pos` turns the comparison of slopes at two temperatures into strict decrease.
- `abs_anisotropy_sub_le` proves the low-temperature bound through the two-sided estimate `key`. `anisotropy_le` proves the high-temperature bound by applying `monotoneOn_of_deriv_nonneg` twice, first for tanh x ≤ x and then for s²/(4T) + G_T(s).
- `squeeze_zero_norm'` and `squeeze_zero'` convert these bounds into the two limits.

The guarantee concerns real-number formulas for one symmetric pair of levels with fixed d and a. It does not extend to rounding errors, other smearing functions, a shifted chemical potential, k-point sums or self-consistent changes of the orbitals. The complete absence of coupling for one direction is an assumption of the model. In a material with many coupled pairs, contributions of opposite sign can compete, and the total anisotropy need not be monotonic in T.
